# A positive entropy and an enthalpy fraction in $(0,1)$ fix both amplitudes of a three-term magnetic heat capacity with given exponents

The model magnetic heat capacity $c(t)$ studied here is given by one formula below the transition, with amplitude $K$ and leading power $t^m$, and another above it, with amplitude $L$ and leading power $t^{-n}$. The exponents are given, and the main result assumes $m>0$ and $n>1$. Here $t=T/T_c$, with $T$ the temperature and $T_c$ the transition temperature. A function in Lean needs a value at $t=1$ too, and the integrals to infinity need a meaning. The point $t=1$ is assigned to the lower branch, which changes no integral, and all integrals are Lebesgue integrals. Lean gives the value $0$ to the integral of a non-integrable function and to $x/0$, so integrability is proved alongside the values, and a zero total enthalpy is ruled out because the prescribed fraction of the enthalpy absorbed above the transition is positive.

## Heat capacity, entropy and enthalpy

```lean
import Mathlib

open MeasureTheory Set

namespace MagneticHeatCapacity

noncomputable section
```

`Ioi a` denotes $(a,\infty)$ and `Ioc a b` denotes $(a,b]$.

```lean
/-- The three-term series `t^a + t^(3a)/3 + t^(5a)/5` in the reduced temperature `t`. -/
def series (a t : ℝ) : ℝ := t ^ a + t ^ (3 * a) / 3 + t ^ (5 * a) / 5
```

This is $f_a(t)=t^a+t^{3a}/3+t^{5a}/5$ with a real exponent $a$.

```lean
/-- Magnetic heat capacity: amplitude `K` and exponent `m` up to the transition at `t = 1`,
amplitude `L` and exponent `-n` above it. -/
def heatCapacity (m n K L t : ℝ) : ℝ :=
  if t ≤ 1 then 2 * K * series m t else 2 * L * series (-n) t
```

In ordinary notation, $c=2Kf_m(t)$ for $t\le1$ and $c=2Lf_{-n}(t)$ for $t>1$. The amplitudes $K,L$ are arbitrary reals. The form is postulated, not derived from a spin Hamiltonian: with positive amplitudes and exponents it stands for a peak at $T_c$ with power-law flanks. Each branch is finite at the transition, since $f_a(1)=23/15$.

```lean
/-- Total magnetic entropy, the integral of `c / t` over all temperatures. -/
def entropy (m n K L : ℝ) : ℝ := ∫ t in Ioi (0 : ℝ), heatCapacity m n K L t / t

/-- Total magnetic enthalpy, the integral of `c` over all temperatures. -/
def enthalpy (m n K L : ℝ) : ℝ := ∫ t in Ioi (0 : ℝ), heatCapacity m n K L t

/-- Magnetic enthalpy absorbed above the transition. -/
def enthalpyAbove (m n K L : ℝ) : ℝ := ∫ t in Ioi (1 : ℝ), heatCapacity m n K L t
```

Since $dT/T=dt/t$, the entropy is $\int_0^\infty c\,dt/t$. The enthalpies $H=\int_0^\infty c\,dt$ and $H_>=\int_1^\infty c\,dt$ omit a factor $T_c$, which cancels in $H_>/H$. The part $H_>$ represents short-range order persisting above $T_c$.

```lean
/-- The number `1/(a+q+1) + 1/(3(3a+q+1)) + 1/(5(5a+q+1))`. -/
def seriesMoment (a q : ℝ) : ℝ :=
  1 / (a + q + 1) + 1 / (3 * a + q + 1) / 3 + 1 / (5 * a + q + 1) / 5

/-- The quotient of `-seriesMoment (-n) 0` by `seriesMoment m 0`. -/
def enthalpyRatio (m n : ℝ) : ℝ := -seriesMoment (-n) 0 / seriesMoment m 0
```

For a real weight exponent $q$,
$$M(a,q)=\frac1{a+q+1}+\frac1{3(3a+q+1)}+\frac1{5(5a+q+1)},\qquad r=\frac{-M(-n,0)}{M(m,0)}.$$

## Moments of the heat capacity

```lean
/-- On a set of positive temperatures where its three powers are integrable, the series
weighted by `t^q` is integrable and is integrated term by term. -/
theorem series_moment {s : Set ℝ} (hs : MeasurableSet s) (h0 : s ⊆ Ioi 0) {a q : ℝ}
    (h1 : IntegrableOn (fun t : ℝ => t ^ (a + q)) s)
    (h3 : IntegrableOn (fun t : ℝ => t ^ (3 * a + q)) s)
    (h5 : IntegrableOn (fun t : ℝ => t ^ (5 * a + q)) s) :
    IntegrableOn (fun t : ℝ => series a t * t ^ q) s ∧
      ∫ t in s, series a t * t ^ q = (∫ t in s, t ^ (a + q)) + (∫ t in s, t ^ (3 * a + q)) / 3
        + (∫ t in s, t ^ (5 * a + q)) / 5 := by
  have he : EqOn (fun t : ℝ => t ^ (a + q) + t ^ (3 * a + q) / 3 + t ^ (5 * a + q) / 5)
      (fun t : ℝ => series a t * t ^ q) s := by
    intro t ht
    have hpos : 0 < t := h0 ht
    simp only [series, Real.rpow_add hpos]
    ring
  have h3' : IntegrableOn (fun t : ℝ => t ^ (3 * a + q) / 3) s := Integrable.div_const h3 3
  have h5' : IntegrableOn (fun t : ℝ => t ^ (5 * a + q) / 5) s := Integrable.div_const h5 5
  have h13 : IntegrableOn (fun t : ℝ => t ^ (a + q) + t ^ (3 * a + q) / 3) s :=
    Integrable.add h1 h3'
  refine ⟨IntegrableOn.congr_fun (Integrable.add h13 h5') he hs, ?_⟩
  have e : ∫ t in s, series a t * t ^ q
      = ∫ t in s, (t ^ (a + q) + t ^ (3 * a + q) / 3 + t ^ (5 * a + q) / 5) :=
    (setIntegral_congr_fun hs he).symm
  rw [e, integral_add h13 h5', integral_add h1 h3', integral_div, integral_div]
```

For $t>0$, $f_a(t)\,t^q=t^{a+q}+t^{3a+q}/3+t^{5a+q}/5$, which is `he`. If the three powers are integrable on a measurable set of positive temperatures, so is the sum, and `integral_add` integrates it term by term.

```lean
/-- Below the transition `c t^q` is integrable with integral `2 K seriesMoment m q`
when `m > 0` and `m + q > -1`. -/
theorem moment_below {m q : ℝ} (n K L : ℝ) (hm : 0 < m) (hq : -1 < m + q) :
    IntegrableOn (fun t : ℝ => heatCapacity m n K L t * t ^ q) (Ioc 0 1) ∧
      ∫ t in Ioc (0 : ℝ) 1, heatCapacity m n K L t * t ^ q = 2 * K * seriesMoment m q := by
  have pw : ∀ r : ℝ, -1 < r → IntegrableOn (fun t : ℝ => t ^ r) (Ioc 0 1) ∧
      ∫ t in Ioc (0 : ℝ) 1, t ^ r = 1 / (r + 1) := by
    intro r hr
    refine ⟨(intervalIntegral.intervalIntegrable_rpow' (a := 0) (b := 1) hr).1, ?_⟩
    rw [← intervalIntegral.integral_of_le zero_le_one, integral_rpow (Or.inl hr),
      Real.one_rpow, Real.zero_rpow (by linarith : 0 < r + 1).ne', sub_zero]
  have p1 := pw (m + q) hq
  have p3 := pw (3 * m + q) (by linarith)
  have p5 := pw (5 * m + q) (by linarith)
  obtain ⟨i, e⟩ := series_moment measurableSet_Ioc Ioc_subset_Ioi_self p1.1 p3.1 p5.1
  have he : EqOn (fun t : ℝ => 2 * K * (series m t * t ^ q))
      (fun t : ℝ => heatCapacity m n K L t * t ^ q) (Ioc 0 1) := by
    intro t ht
    simp only [heatCapacity, if_pos ht.2]
    ring
  refine ⟨IntegrableOn.congr_fun (Integrable.const_mul i (2 * K)) he measurableSet_Ioc, ?_⟩
  rw [← setIntegral_congr_fun measurableSet_Ioc he, integral_const_mul, e, p1.2, p3.2, p5.2,
    seriesMoment]
```

By hand, $\int_0^1t^k\,dt=1/(k+1)$ for an exponent $k>-1$; this is `pw`. With $m>0$ and $m+q>-1$ all three exponents qualify, so $\int_0^1c\,t^q\,dt=2K\,M(m,q)$.

```lean
/-- Above the transition `c t^q` is integrable with integral `-2 L seriesMoment (-n) q`
when `n > 0` and `n > q + 1`. -/
theorem moment_above {n q : ℝ} (m K L : ℝ) (hn : 0 < n) (hq : q + 1 < n) :
    IntegrableOn (fun t : ℝ => heatCapacity m n K L t * t ^ q) (Ioi 1) ∧
      ∫ t in Ioi (1 : ℝ), heatCapacity m n K L t * t ^ q
        = 2 * L * (-seriesMoment (-n) q) := by
  have pw : ∀ r : ℝ, r < -1 → IntegrableOn (fun t : ℝ => t ^ r) (Ioi 1) ∧
      ∫ t in Ioi (1 : ℝ), t ^ r = -(1 / (r + 1)) := by
    intro r hr
    refine ⟨integrableOn_Ioi_rpow_of_lt hr one_pos, ?_⟩
    rw [integral_Ioi_rpow_of_lt hr one_pos, Real.one_rpow, neg_div]
  have p1 := pw (-n + q) (by linarith)
  have p3 := pw (3 * (-n) + q) (by linarith)
  have p5 := pw (5 * (-n) + q) (by linarith)
  obtain ⟨i, e⟩ := series_moment measurableSet_Ioi (Ioi_subset_Ioi zero_le_one) p1.1 p3.1 p5.1
  have he : EqOn (fun t : ℝ => 2 * L * (series (-n) t * t ^ q))
      (fun t : ℝ => heatCapacity m n K L t * t ^ q) (Ioi 1) := by
    intro t ht
    have h : ¬ t ≤ 1 := not_le.2 ht
    simp only [heatCapacity, if_neg h]
    ring
  refine ⟨IntegrableOn.congr_fun (Integrable.const_mul i (2 * L)) he measurableSet_Ioi, ?_⟩
  rw [← setIntegral_congr_fun measurableSet_Ioi he, integral_const_mul, e, p1.2, p3.2, p5.2,
    seriesMoment]
  ring
```

Likewise $\int_1^\infty t^k\,dt=-1/(k+1)$ for $k<-1$. With $n>0$ and $n>q+1$, $\int_1^\infty c\,t^q\,dt=-2L\,M(-n,q)$.

```lean
/-- For `m > 0`, `n > 0` and `-1 - m < q < n - 1` the function `c t^q` is integrable over all
temperatures, and its integral is the sum of the values below and above the transition. -/
theorem moment_total {m n q : ℝ} (K L : ℝ) (hm : 0 < m) (hn : 0 < n) (h1 : -1 < m + q)
    (h2 : q + 1 < n) :
    IntegrableOn (fun t : ℝ => heatCapacity m n K L t * t ^ q) (Ioi 0) ∧
      ∫ t in Ioi (0 : ℝ), heatCapacity m n K L t * t ^ q
        = 2 * K * seriesMoment m q + 2 * L * (-seriesMoment (-n) q) := by
  obtain ⟨i1, e1⟩ := moment_below n K L hm h1
  obtain ⟨i2, e2⟩ := moment_above m K L hn h2
  have hd : Disjoint (Ioc (0 : ℝ) 1) (Ioi 1) :=
    Set.disjoint_left.2 fun t ha hb => absurd ha.2 (not_le.2 hb)
  rw [← Ioc_union_Ioi_eq_Ioi (zero_le_one : (0 : ℝ) ≤ 1)]
  exact ⟨i1.union i2, by rw [setIntegral_union hd measurableSet_Ioi i1 i2, e1, e2]⟩
```

The range $(0,\infty)$ is the disjoint union of $(0,1]$ and $(1,\infty)$, so `setIntegral_union` adds the two values.

```lean
/-- For positive exponents `c / t` is integrable and the entropy is `(518/225)(K/m + L/n)`. -/
theorem entropy_eq {m n : ℝ} (K L : ℝ) (hm : 0 < m) (hn : 0 < n) :
    IntegrableOn (fun t : ℝ => heatCapacity m n K L t / t) (Ioi 0) ∧
      entropy m n K L = 518 / 225 * (K / m + L / n) := by
  have h := moment_total (q := -1) K L hm hn (by linarith) (by linarith)
  simp only [Real.rpow_neg_one, ← div_eq_mul_inv] at h
  refine ⟨h.1, ?_⟩
  rw [entropy, h.2]
  simp only [seriesMoment, neg_add_cancel_right]
  ring
```

Set $q=-1$. Then $M(a,-1)=\frac1a\left(1+\frac19+\frac1{25}\right)=\frac{259}{225\,a}$ at $a=m$ and $a=-n$. For $m,n>0$ the entropy is $\frac{518}{225}\left(\frac Km+\frac Ln\right)$.

```lean
/-- For `m > 0`, `n > 1` the heat capacity is integrable, and the enthalpy above the transition
and the total enthalpy have the stated closed forms. -/
theorem enthalpy_eq {m n : ℝ} (K L : ℝ) (hm : 0 < m) (hn : 1 < n) :
    IntegrableOn (fun t : ℝ => heatCapacity m n K L t) (Ioi 0) ∧
      enthalpyAbove m n K L = 2 * L * (-seriesMoment (-n) 0) ∧
      enthalpy m n K L = 2 * K * seriesMoment m 0 + 2 * L * (-seriesMoment (-n) 0) := by
  have h := moment_total (n := n) (q := 0) K L hm (by linarith) (by linarith) (by linarith)
  have h' := moment_above (n := n) (q := 0) m K L (by linarith) (by linarith)
  simp only [Real.rpow_zero, mul_one] at h h'
  exact ⟨h.1, h'.2, h.2⟩
```

Set $q=0$ and write $A=M(m,0)$, $B=-M(-n,0)$. Then $H_>=2LB$ and $H=2KA+2LB$. The hypothesis is now $n>1$, so that the tail $t^{-n}$ carries finite enthalpy.

## Solving for the amplitudes

```lean
/-- For any exponents `m > 0`, `n > 1`, the entropy equals `S > 0` and the fraction of the
enthalpy above the transition equals `p ∈ (0,1)` exactly for the stated amplitudes. -/
theorem amplitudes_iff {m n S p : ℝ} (K L : ℝ) (hm : 0 < m) (hn : 1 < n) (hS : 0 < S)
    (hp0 : 0 < p) (hp1 : p < 1) :
    (entropy m n K L = S ∧ enthalpyAbove m n K L / enthalpy m n K L = p) ↔
      (L = S / (518 / 225 * (1 / n + enthalpyRatio m n * (1 / p - 1) / m)) ∧
        K = enthalpyRatio m n * (1 / p - 1) * L) := by
  have hn0 : 0 < n := by linarith
  have hA : 0 < seriesMoment m 0 := by unfold seriesMoment; positivity
  have hB : 0 < -seriesMoment (-n) 0 := by
    have h1 : 1 / (-n + 0 + 1) < 0 := one_div_neg.2 (by linarith)
    have h3 : 1 / (3 * (-n) + 0 + 1) < 0 := one_div_neg.2 (by linarith)
    have h5 : 1 / (5 * (-n) + 0 + 1) < 0 := one_div_neg.2 (by linarith)
    unfold seriesMoment
    linarith
  have hu : 0 < 1 / p - 1 := sub_pos.2 (one_lt_one_div hp0 hp1)
  rw [(entropy_eq K L hm hn0).2, (enthalpy_eq K L hm hn).2.1, (enthalpy_eq K L hm hn).2.2,
    enthalpyRatio]
  generalize -seriesMoment (-n) 0 = B at hB ⊢
  generalize seriesMoment m 0 = A at hA ⊢
  have hD : 0 < 518 / 225 * (1 / n + B / A * (1 / p - 1) / m) := by positivity
  have hA' := hA.ne'
  have hB' := hB.ne'
  have hp' := hp0.ne'
  constructor
  · rintro ⟨h1, h2⟩
    -- a nonzero fraction forces a nonzero total enthalpy
    have ht : 2 * K * A + 2 * L * B ≠ 0 := by
      intro h
      rw [h, div_zero] at h2
      linarith
    rw [div_eq_iff ht] at h2
    have h3 : K * (A * p) = B * (1 - p) * L := by linear_combination (-1 / 2) * h2
    -- the enthalpy fraction fixes K / L, then the entropy fixes L
    have hK : K = B / A * (1 / p - 1) * L :=
      calc K = K * (A * p) / (A * p) := by field_simp
        _ = B * (1 - p) * L / (A * p) := by rw [h3]
        _ = B / A * (1 / p - 1) * L := by field_simp
    exact ⟨(eq_div_iff hD.ne').2 (by linear_combination h1 - 518 / 225 / m * hK), hK⟩
  · rintro ⟨hL, hK⟩
    have hL' := (eq_div_iff hD.ne').1 hL
    have hL0 : L ≠ 0 := by rw [hL]; exact (div_pos hS hD).ne'
    refine ⟨by linear_combination hL' + 518 / 225 / m * hK, ?_⟩
    have ht : 2 * K * A + 2 * L * B = 2 * L * B / p := by
      rw [hK]
      field_simp
      ring1
    rw [ht]
    field_simp
```

Take $m>0$, $n>1$, a prescribed entropy $S>0$ and a prescribed fraction $0<p<1$. The entropy equals $S$ and $H_>/H=p$ if and only if
$$L=\frac SD,\qquad K=r\left(\frac1p-1\right)L,\qquad D=\frac{518}{225}\left(\frac1n+\frac rm\left(\frac1p-1\right)\right).$$
First, $A>0$, $B>0$ and $1/p-1>0$ (`hA`, `hB`, `hu`), so $r=B/A$ and $D$ are positive (`hD`). The `generalize` lines replace the two moments by the letters `A` and `B`.

Forwards, $p>0$ gives $H\ne0$ (`ht`), so $2LB=p\,(2KA+2LB)$. Rearranging gives $KAp=B(1-p)L$ (`h3`), and dividing by $Ap$ gives $K$ (`hK`). Substituting into the entropy gives $LD=S$, the `linear_combination` step.

Backwards, the same substitution returns the entropy $S$. Also $2KA=2LB(1/p-1)$, so $H=2LB/p$. Since $L=S/D\neq0$ and $B\ne0$, the factor $2LB$ cancels and $H_>/H=p$.

```lean
/-- For exponents `3` and `5`, `S > 0` and `0 < p < 1`, the entropy equals `S` and the fraction of
the enthalpy above the transition equals `p` exactly when `L = S / (518/1125 + (11692/15975)(1/p -
1))` and `K = (474/497)(1/p - 1) L`. -/
theorem amplitudes_three_five {S p : ℝ} (K L : ℝ) (hS : 0 < S) (hp0 : 0 < p) (hp1 : p < 1) :
    (entropy 3 5 K L = S ∧ enthalpyAbove 3 5 K L / enthalpy 3 5 K L = p) ↔
      (L = S / (518 / 1125 + 11692 / 15975 * (1 / p - 1)) ∧
        K = 474 / 497 * (1 / p - 1) * L) := by
  have hr : enthalpyRatio 3 5 = 474 / 497 := by norm_num [enthalpyRatio, seriesMoment]
  have hD : 518 / 225 * (1 / 5 + 474 / 497 * (1 / p - 1) / 3)
      = 518 / 1125 + 11692 / 15975 * (1 / p - 1) := by ring
  rw [amplitudes_iff K L (by norm_num) (by norm_num) hS hp0 hp1, hr, hD]
```

For $m=3$, $n=5$: $A=\frac14+\frac1{30}+\frac1{80}=\frac{71}{240}$ and $B=\frac14+\frac1{42}+\frac1{120}=\frac{79}{280}$, so $r=\frac{474}{497}$ (`hr`). Then $\frac{518}{225}\cdot\frac15=\frac{518}{1125}$ and $\frac{518}{225}\cdot\frac r3=\frac{11692}{15975}$, which gives
$$L=\frac{S}{\frac{518}{1125}+\frac{11692}{15975}\left(\frac1p-1\right)},\qquad K=\frac{474}{497}\left(\frac1p-1\right)L.$$

```lean
/-- For exponents `3` and `5`, `S > 0` and `0 < p < 1`, exactly one pair of amplitudes gives entropy
`S` and enthalpy fraction `p` above the transition, and both amplitudes are positive. -/
theorem existsUnique_three_five {S p : ℝ} (hS : 0 < S) (hp0 : 0 < p) (hp1 : p < 1) :
    (∃! a : ℝ × ℝ, entropy 3 5 a.1 a.2 = S ∧
        enthalpyAbove 3 5 a.1 a.2 / enthalpy 3 5 a.1 a.2 = p) ∧
      ∀ K L : ℝ, entropy 3 5 K L = S → enthalpyAbove 3 5 K L / enthalpy 3 5 K L = p →
        0 < K ∧ 0 < L := by
  have hu : 0 < 1 / p - 1 := sub_pos.2 (one_lt_one_div hp0 hp1)
  constructor
  · refine ⟨(474 / 497 * (1 / p - 1) * (S / (518 / 1125 + 11692 / 15975 * (1 / p - 1))),
      S / (518 / 1125 + 11692 / 15975 * (1 / p - 1))),
      (amplitudes_three_five _ _ hS hp0 hp1).2 ⟨rfl, rfl⟩, fun a ha => ?_⟩
    obtain ⟨hL, hK⟩ := (amplitudes_three_five _ _ hS hp0 hp1).1 ha
    rw [hL] at hK
    exact Prod.ext hK hL
  · intro K L h1 h2
    obtain ⟨hL, hK⟩ := (amplitudes_three_five K L hS hp0 hp1).1 ⟨h1, h2⟩
    have hL0 : 0 < L := by rw [hL]; positivity
    exact ⟨by rw [hK]; positivity, hL0⟩

end

end MagneticHeatCapacity
```

The symbol `∃!` reads "there is exactly one", and `a.1`, `a.2` are $K$ and $L$. The formulas supply the pair, the forward direction shows that any solution equals it, and `positivity` gives $L>0$ and then $K>0$. No sign was assumed for $K$ or $L$, and positivity is stated for exponents 3 and 5 only.

```lean
#print axioms MagneticHeatCapacity.existsUnique_three_five
-- 'MagneticHeatCapacity.existsUnique_three_five' depends on axioms: [propext, Classical.choice, Quot.sound]
```

## The case $S=1$, $p=2/5$

With exponents 3 and 5, $1/p-1=3/2$ and $D=0.46044+1.09784=1.55828$. Hence $L=0.64173$ and $K=1.43058\,L=0.91805$. The entropy is $2.30222\,(0.30602+0.12835)\approx1.000$. The enthalpy is $2KA=0.54318$ below and $2LB=0.36212$ above, a fraction $0.36212/0.90530=0.400$.

## Use in a Gibbs-energy routine

In CALPHAD assessments of ferromagnetic alloys, this empirical heat capacity with a single transition temperature and fixed exponents 3 and 5 is normalised with $S=R\ln(\beta+1)$, where $R$ is the gas constant and $\beta$ the mean moment per atom in Bohr magnetons. For a localised spin $s$ with $\beta=2s$, this is the entropy per mole of spins, each with $2s+1$ equally populated states; the theorems take $S$ and $p$ as given.

A routine computes $D$ once from $p$ and divides by it. Integrating $c$ and $c/t$ from $t$ up to the fully disordered state at $t\to\infty$ gives, for exponents 3 and 5, the magnetic Gibbs energy above the transition measured from that state,
$$G=-\frac{TS}{D}\left(\frac{t^{-5}}{10}+\frac{t^{-15}}{315}+\frac{t^{-25}}{1500}\right).$$
That formula and the decimals above come from ordinary calculation, not from the theorems.
